# With H = S1·(S2 × S3) and ħ = 1, three spins 1/2 are cyclically permuted at t = 8π/(3√3)

Put one down spin on a triangle whose other two spins are up. Can a Hamiltonian carry it from site 1 to site 2 with certainty, and then on to site 3? Write |j⟩ for the state with the down spin on site j, counted modulo 3, and let C|j⟩ = |j+1⟩. The scalar chirality χ = S1·(S2 × S3) acts on these three states as

χ|j⟩ = (i/4)(|j+1⟩ − |j−1⟩).

Its eigenstates are the waves (|1⟩ + z²|2⟩ + z|3⟩)/√3 with z³ = 1, on which C has eigenvalue z. With ω = exp(2πi/3) and θ = √3 t/4, the evolution exp(−itχ) multiplies the waves z = 1, ω, ω² by 1, exp(iθ), exp(−iθ). At θ = 2π/3 these phases are 1, ω, ω², the eigenvalues of C itself. The evolution has become the shift.

The same argument works on all eight dimensions of the three-spin space, so entangled states circulate too.

## Spins, chirality and swaps

A basis state is a triple (a, b, c) of values 0 (up) or 1 (down), and an operator is a complex 8 × 8 matrix indexed by such triples.

```lean
import Mathlib

open Matrix
open scoped Kronecker

namespace ChiralCirculation

noncomputable section

/-- Basis configurations of three spins 1/2; the value 0 is up and 1 is down. -/
abbrev Config := Fin 2 × Fin 2 × Fin 2

/-- Operators on the state space of three spins 1/2. -/
abbrev Op := Matrix Config Config ℂ
```

The single-spin matrices are half the Pauli matrices, with indices 0, 1, 2 for x, y, z. Kronecker products with identity matrices place them on each site.

```lean
/-- The x, y and z spin matrices of one spin 1/2, in units of ħ. -/
def spin : Fin 3 → Matrix (Fin 2) (Fin 2) ℂ :=
  ![!![0, 1/2; 1/2, 0], !![0, -Complex.I/2; Complex.I/2, 0], !![1/2, 0; 0, -1/2]]

/-- Component `k` of the first spin. -/
def S1 (k : Fin 3) : Op :=
  spin k ⊗ₖ ((1 : Matrix (Fin 2) (Fin 2) ℂ) ⊗ₖ (1 : Matrix (Fin 2) (Fin 2) ℂ))

/-- Component `k` of the second spin. -/
def S2 (k : Fin 3) : Op :=
  (1 : Matrix (Fin 2) (Fin 2) ℂ) ⊗ₖ (spin k ⊗ₖ (1 : Matrix (Fin 2) (Fin 2) ℂ))

/-- Component `k` of the third spin. -/
def S3 (k : Fin 3) : Op :=
  (1 : Matrix (Fin 2) (Fin 2) ℂ) ⊗ₖ ((1 : Matrix (Fin 2) (Fin 2) ℂ) ⊗ₖ spin k)
```

The chirality is the triple product written out in components. It is odd under time reversal, which lets it prefer one sense of rotation. Such a term can arise, for example, when a magnetic flux threads a triangle of hopping electrons with one electron per site and strong on-site repulsion. Here it is postulated as the whole Hamiltonian, with unit coupling.

```lean
/-- The scalar spin chirality S1·(S2 × S3). -/
def chi : Op :=
  S1 0 * (S2 1 * S3 2 - S2 2 * S3 1) + S1 1 * (S2 2 * S3 0 - S2 0 * S3 2)
    + S1 2 * (S2 0 * S3 1 - S2 1 * S3 0)
```

The swaps are defined by their action on basis states: the column index `c` is the input and the row index `r` the output. Their product, C in the formulas, is `cyc`.

```lean
/-- The swap of spins 1 and 2. -/
def P12 : Op := Matrix.of fun r c => if r = (c.2.1, c.1, c.2.2) then 1 else 0

/-- The swap of spins 2 and 3. -/
def P23 : Op := Matrix.of fun r c => if r = (c.1, c.2.2, c.2.1) then 1 else 0

/-- The product of swaps P12 P23. -/
def cyc : Op := P12 * P23
```

The evolution U(t) = exp(−itχ) is Mathlib's matrix exponential, and p(x) = (1 + 2 cos x)/3 will supply its amplitudes.

```lean
/-- Time evolution exp(-i t χ) under the chirality as Hamiltonian, with ħ = 1. -/
def evolution (t : ℝ) : Op := NormedSpace.exp ((-(Complex.I * (t : ℂ))) • chi)

/-- The amplitude function (1 + 2 cos x)/3. -/
def amp (x : ℝ) : ℝ := (1 + 2 * Real.cos x) / 3
```

## The chirality as a difference of two rotations

In P12 P23 the right factor acts first, so (a, b, c) → (a, c, b) → (c, a, b). The content of site 1 moves to site 2.

```lean
/-- The product P12 P23 sends the basis state (a, b, c) to (c, a, b). -/
theorem cyc_apply (r c : Config) :
    cyc r c = if r = (c.2.2, c.1, c.2.1) then 1 else 0 := by
  simp only [cyc, P12, P23, Matrix.mul_apply, Matrix.of_apply, mul_ite, mul_one, mul_zero,
    Finset.sum_ite_eq', Finset.mem_univ, if_true]
```

A second application gives (b, c, a), the rotation in the opposite sense.

```lean
/-- Applied twice, P12 P23 sends the basis state (a, b, c) to (b, c, a). -/
theorem cyc_sq_apply (r c : Config) :
    (cyc * cyc) r c = if r = (c.2.1, c.2.2, c.1) then 1 else 0 := by
  simp only [Matrix.mul_apply, cyc_apply, mul_ite, mul_one, mul_zero,
    Finset.sum_ite_eq', Finset.mem_univ, if_true]
```

To relate C to χ, use Pij = (1 + σi·σj)/2, with σi the Pauli matrices of spin i. The product rule for Pauli matrices on site 2 gives

(σ1·σ2)(σ2·σ3) = σ1·σ3 − i σ1·(σ2 × σ3),

and therefore

C = (1 + σ1·σ2 + σ2·σ3 + σ1·σ3 − i σ1·(σ2 × σ3))/4.

The inverse C² = P23 P12 is the same expression with +i. Since σ1·(σ2 × σ3) = 8χ, subtraction gives C − C² = −4iχ, or

χ = (i/4)(C − C²).

Lean reaches this identity by a different route. The auxiliary fact `triple` turns each product of three spin components into one Kronecker product, and `fin_cases` then compares all 64 matrix elements.

```lean
/-- The chirality is i/4 times the difference between P12 P23 and its square. -/
theorem chi_eq : chi = (Complex.I / 4) • (cyc - cyc * cyc) := by
  have triple : ∀ a b c, S1 a * (S2 b * S3 c) = spin a ⊗ₖ (spin b ⊗ₖ spin c) := by
    intro a b c
    simp only [S1, S2, S3, ← Matrix.mul_kronecker_mul, one_mul, mul_one]
  ext ⟨a, b, c⟩ ⟨a', b', c'⟩
  simp only [chi, mul_sub, triple, Matrix.add_apply, Matrix.sub_apply, Matrix.smul_apply,
    Matrix.kroneckerMap_apply, cyc_apply, cyc_sq_apply]
  -- compare the 64 matrix elements
  fin_cases a <;> fin_cases b <;> fin_cases c <;> fin_cases a' <;> fin_cases b' <;>
    fin_cases c' <;> simp [spin] <;> ring
```

## From eigenvalues to phases

Suppose AQ = cQ for matrices A, Q and a number c. Induction gives AⁿQ = cⁿQ, and summing the exponential series gives

exp(A) Q = Σ (cⁿ/n!) Q = exp(c) Q.

In the proof, `hpow` is the induction, and `unique` identifies the two sums of the same series.

```lean
/-- If A acts on the columns of Q as the scalar c, then exp A acts on them as exp c. -/
theorem exp_mul_of_eigen (A Q : Op) (c : ℂ) (h : A * Q = c • Q) :
    NormedSpace.exp A * Q = Complex.exp c • Q := by
  have hA : HasSum (fun n : ℕ => ((n.factorial : ℂ)⁻¹) • A ^ n) (NormedSpace.exp A) := by
    let : NormedRing Op := Matrix.linftyOpNormedRing
    let : NormedAlgebra ℂ Op := Matrix.linftyOpNormedAlgebra
    exact NormedSpace.exp_series_hasSum_exp' (𝕂 := ℂ) A
  have hc : HasSum (fun n : ℕ => ((n.factorial : ℂ)⁻¹) • c ^ n) (Complex.exp c) := by
    rw [Complex.exp_eq_exp_ℂ]
    exact NormedSpace.exp_series_hasSum_exp' (𝕂 := ℂ) c
  have hpow : ∀ n : ℕ, A ^ n * Q = c ^ n • Q := by
    intro n
    induction n with
    | zero => simp
    | succ n ih => rw [pow_succ A, mul_assoc, h, mul_smul_comm, ih, smul_smul, pow_succ' c]
  have h2 : HasSum (fun n : ℕ => (((n.factorial : ℂ)⁻¹) • c ^ n) • Q) (Complex.exp c • Q) :=
    hc.smul_const Q
  have e : (fun n : ℕ => (((n.factorial : ℂ)⁻¹) • A ^ n) * Q)
      = fun n : ℕ => (((n.factorial : ℂ)⁻¹) • c ^ n) • Q := by
    funext n
    rw [smul_mul_assoc, hpow, smul_smul, smul_eq_mul]
  rw [← e] at h2
  exact (hA.mul_right Q).unique h2
```

For each cube root of unity z, set Q = 1 + z²C + zC². Because C³ = 1 and z³ = 1,

CQ = C + z²C² + z = zQ.

Hence χQ = (i/4)(z − z²)Q, and the series argument gives

U(t)Q = exp(t(z − z²)/4) Q.

For z = 1, ω, ω² the phases are 1, exp(iθ), exp(−iθ), because ω − ω² = i√3. The three matrices Q add up to 3 times the identity, since 1 + ω + ω² = 0. Applying U(t) to that sum and collecting powers of C gives the coefficients

of 1: (1 + exp(iθ) + exp(−iθ))/3 = p(θ)

of C: (1 + ω² exp(iθ) + ω exp(−iθ))/3 = p(θ − 2π/3)

of C²: (1 + ω exp(iθ) + ω² exp(−iθ))/3 = p(θ + 2π/3)

so that at every real time

U(t) = p(θ) + p(θ − 2π/3) C + p(θ + 2π/3) C².

In the Lean proof, `h3` is C³ = 1, `hU` is the phase on each block, and `w` and `v` are ω and ω². The facts `ha`, `hb` and `hc` are the three coefficients, and `hsum` is the decomposition of the identity.

```lean
/-- At every time the chiral evolution is a superposition of the identity, P12 P23 and its
square, with amplitudes (1 + 2 cos x)/3 at x = θ, θ - 2π/3 and θ + 2π/3, where θ = √3 t/4. -/
theorem evolution_eq (t : ℝ) :
    evolution t = (amp (Real.sqrt 3 * t / 4) : ℂ) • (1 : Op)
      + (amp (Real.sqrt 3 * t / 4 - 2 * Real.pi / 3) : ℂ) • cyc
      + (amp (Real.sqrt 3 * t / 4 + 2 * Real.pi / 3) : ℂ) • (cyc * cyc) := by
  have h3 : cyc * (cyc * cyc) = 1 := by
    ext r ⟨a, b, d⟩
    rw [Matrix.mul_apply]
    simp only [cyc_apply, cyc_sq_apply, mul_ite, mul_one, mul_zero,
      Finset.sum_ite_eq', Finset.mem_univ, if_true, Matrix.one_apply]
  -- each cube root of unity z gives a block on which the evolution is a phase
  have hU : ∀ z : ℂ, z ^ 3 = 1 → ∀ Q : Op, Q = 1 + z ^ 2 • cyc + z • (cyc * cyc) →
      evolution t * Q = Complex.exp ((t : ℂ) / 4 * (z - z ^ 2)) • Q := by
    intro z hz Q hQ
    have hCQ : cyc * Q = z • Q := by
      have hz' : z ^ 3 • cyc = cyc := by rw [hz, one_smul]
      rw [hQ, mul_add, mul_add, mul_smul_comm, mul_smul_comm, h3, mul_one]
      linear_combination (norm := module) (-1 : ℂ) • hz'
    apply exp_mul_of_eigen
    rw [chi_eq, smul_mul_assoc, smul_mul_assoc, sub_mul, mul_assoc, hCQ, mul_smul_comm, hCQ]
    have hs : -(Complex.I * (t : ℂ)) * (Complex.I / 4) = (t : ℂ) / 4 := by
      linear_combination (-(t : ℂ) / 4) * Complex.I_sq
    rw [smul_smul, hs]
    module
  have hr : ((Real.sqrt 3 : ℝ) : ℂ) ^ 2 = 3 := by
    rw [← Complex.ofReal_pow, Real.sq_sqrt (by norm_num)]
    norm_num
  obtain ⟨w, hw⟩ : ∃ w : ℂ, w = (-1 + (Real.sqrt 3 : ℝ) * Complex.I) / 2 := ⟨_, rfl⟩
  obtain ⟨v, hv⟩ : ∃ v : ℂ, v = (-1 - (Real.sqrt 3 : ℝ) * Complex.I) / 2 := ⟨_, rfl⟩
  have hw2 : w ^ 2 = v := by
    rw [hw, hv]
    linear_combination (Complex.I ^ 2 / 4) * hr + (3 / 4) * Complex.I_sq
  have hv2 : v ^ 2 = w := by
    rw [hw, hv]
    linear_combination (Complex.I ^ 2 / 4) * hr + (3 / 4) * Complex.I_sq
  have hvw : v = -1 - w := by rw [hw, hv]; ring
  have h1 := hU 1 (by norm_num) _ rfl
  have h2 := hU w (by linear_combination (w - 1) * (hw2 + hvw)) _ rfl
  have h4 := hU v (by linear_combination (v - 1) * (hv2 + hvw)) _ rfl
  obtain ⟨θ, hθ⟩ : ∃ θ : ℝ, θ = Real.sqrt 3 * t / 4 := ⟨_, rfl⟩
  have hE : Complex.exp ((t : ℂ) / 4 * (w - v))
      = (Real.cos θ : ℂ) + (Real.sin θ : ℂ) * Complex.I := by
    have : (t : ℂ) / 4 * (w - v) = (θ : ℂ) * Complex.I := by
      rw [hw, hv, hθ]; push_cast; ring
    rw [this, Complex.exp_mul_I, Complex.ofReal_cos, Complex.ofReal_sin]
  have hF : Complex.exp ((t : ℂ) / 4 * (v - w))
      = (Real.cos θ : ℂ) - (Real.sin θ : ℂ) * Complex.I := by
    have : (t : ℂ) / 4 * (v - w) = (-(θ : ℂ)) * Complex.I := by
      rw [hw, hv, hθ]; push_cast; ring
    rw [this, Complex.exp_mul_I, Complex.cos_neg, Complex.sin_neg, Complex.ofReal_cos,
      Complex.ofReal_sin]
    ring
  rw [hw2, hE] at h2
  rw [hv2, hF] at h4
  rw [one_pow, sub_self, mul_zero, Complex.exp_zero] at h1
  have hcos : Real.cos (2 * Real.pi / 3) = -1 / 2 := by
    rw [show 2 * Real.pi / 3 = Real.pi - Real.pi / 3 by ring, Real.cos_pi_sub,
      Real.cos_pi_div_three]
    norm_num
  have hsin : Real.sin (2 * Real.pi / 3) = Real.sqrt 3 / 2 := by
    rw [show 2 * Real.pi / 3 = Real.pi - Real.pi / 3 by ring, Real.sin_pi_sub,
      Real.sin_pi_div_three]
  -- the three amplitudes as sums of phases
  have ha : (amp θ : ℂ) = 3⁻¹ * (1 + ((Real.cos θ : ℂ) + (Real.sin θ : ℂ) * Complex.I)
      + ((Real.cos θ : ℂ) - (Real.sin θ : ℂ) * Complex.I)) := by
    simp only [amp, Complex.ofReal_div, Complex.ofReal_add, Complex.ofReal_mul,
      Complex.ofReal_one, Complex.ofReal_ofNat]
    ring
  have hb : (amp (θ - 2 * Real.pi / 3) : ℂ)
      = 3⁻¹ * (1 + v * ((Real.cos θ : ℂ) + (Real.sin θ : ℂ) * Complex.I)
      + w * ((Real.cos θ : ℂ) - (Real.sin θ : ℂ) * Complex.I)) := by
    rw [hw, hv]
    simp only [amp, Real.cos_sub, hcos, hsin, Complex.ofReal_div, Complex.ofReal_add,
      Complex.ofReal_mul, Complex.ofReal_one, Complex.ofReal_ofNat, Complex.ofReal_neg]
    linear_combination ((Real.sqrt 3 : ℝ) * (Real.sin θ : ℂ) / 3) * Complex.I_sq
  have hc : (amp (θ + 2 * Real.pi / 3) : ℂ)
      = 3⁻¹ * (1 + w * ((Real.cos θ : ℂ) + (Real.sin θ : ℂ) * Complex.I)
      + v * ((Real.cos θ : ℂ) - (Real.sin θ : ℂ) * Complex.I)) := by
    rw [hw, hv]
    simp only [amp, Real.cos_add, hcos, hsin, Complex.ofReal_div, Complex.ofReal_add,
      Complex.ofReal_sub, Complex.ofReal_mul, Complex.ofReal_one, Complex.ofReal_ofNat,
      Complex.ofReal_neg]
    linear_combination (-((Real.sqrt 3 : ℝ) * (Real.sin θ : ℂ) / 3)) * Complex.I_sq
  -- the three blocks add up to the identity
  have hsum : (1 : Op) = (3⁻¹ : ℂ) • ((1 + (1 : ℂ) • cyc + (1 : ℂ) • (cyc * cyc))
      + (1 + v • cyc + w • (cyc * cyc)) + (1 + w • cyc + v • (cyc * cyc))) := by
    rw [hvw]
    module
  rw [← hθ, ha, hb, hc, ← mul_one (evolution t)]
  conv_lhs => rw [hsum]
  rw [mul_smul_comm, mul_add, mul_add, h1, h2, h4]
  module
```

## All the transfer times

Suppose U(t) = C. The matrix element from (1, 0, 0) to (0, 1, 0), the single down spin hopping from site 1 to site 2, receives a contribution only from C. It therefore requires p(θ − 2π/3) = 1, so cos(θ − 2π/3) = 1 and θ = 2π/3 + 2πn for an integer n. Solving for t,

t = (4/√3)(2π/3 + 2πn) = (3n + 1) · 8π/(3√3).

Conversely, at these times the coefficients of 1, C and C² are p(2π/3) = 0, p(0) = 1 and p(4π/3) = 0. The theorem is an equality of matrices, so no global phase is left over. Negative n gives negative times.

```lean
/-- The chiral evolution equals P12 P23 exactly at the times (3n + 1) · 8π/(3√3), with n an
integer. -/
theorem evolution_eq_swaps_iff (t : ℝ) :
    evolution t = P12 * P23 ↔
      ∃ n : ℤ, t = (3 * n + 1) * (8 * Real.pi / (3 * Real.sqrt 3)) := by
  have h : Real.sqrt 3 * (Real.sqrt 3)⁻¹ = 1 := mul_inv_cancel₀ (by positivity)
  change evolution t = cyc ↔ _
  constructor
  · intro hU
    -- the matrix element that moves a single down spin from site 1 to site 2
    have h1 := congrFun (congrFun hU (0, 1, 0)) (1, 0, 0)
    rw [evolution_eq] at h1
    have h2 : amp (Real.sqrt 3 * t / 4 - 2 * Real.pi / 3) = 1 := by
      simpa [cyc_apply, cyc_sq_apply, Matrix.one_apply] using h1
    have h3 : Real.cos (Real.sqrt 3 * t / 4 - 2 * Real.pi / 3) = 1 := by
      unfold amp at h2
      linarith
    obtain ⟨n, hn⟩ := (Real.cos_eq_one_iff _).1 h3
    exact ⟨n, by linear_combination (-4 * (Real.sqrt 3)⁻¹) * hn - t * h⟩
  · rintro ⟨n, rfl⟩
    have hθ : Real.sqrt 3 * ((3 * n + 1) * (8 * Real.pi / (3 * Real.sqrt 3))) / 4
        = 2 * Real.pi / 3 + n * (2 * Real.pi) := by
      linear_combination ((3 * n + 1) * (2 * Real.pi) / 3) * h
    have ha : amp (2 * Real.pi / 3 + n * (2 * Real.pi)) = 0 := by
      rw [amp, Real.cos_add_int_mul_two_pi,
        show 2 * Real.pi / 3 = Real.pi - Real.pi / 3 by ring, Real.cos_pi_sub,
        Real.cos_pi_div_three]
      norm_num
    have hb : amp (2 * Real.pi / 3 + n * (2 * Real.pi) - 2 * Real.pi / 3) = 1 := by
      rw [amp, add_sub_cancel_left, Real.cos_int_mul_two_pi]
      norm_num
    have hc : amp (2 * Real.pi / 3 + n * (2 * Real.pi) + 2 * Real.pi / 3) = 0 := by
      rw [amp, show 2 * Real.pi / 3 + n * (2 * Real.pi) + 2 * Real.pi / 3
        = (Real.pi / 3 + Real.pi) + n * (2 * Real.pi) by ring,
        Real.cos_add_int_mul_two_pi, Real.cos_add_pi, Real.cos_pi_div_three]
      norm_num
    rw [evolution_eq, hθ, ha, hb, hc]
    simp
```

The case n = 0 is the first positive transfer time.

```lean
/-- At t = 8π/(3√3) the matrix exponential exp(-i t χ) equals P12 P23. -/
theorem evolution_eq_swaps :
    evolution (8 * Real.pi / (3 * Real.sqrt 3)) = P12 * P23 :=
  (evolution_eq_swaps_iff _).2 ⟨0, by simp⟩
```

## Circulation of arbitrary states

A state is a function ψ(a, b, c) of the basis labels; it need not be normalised. Since C sends the basis state (x, y, z) to (z, x, y), the new amplitude at (a, b, c) comes from z = a, x = b, y = c:

(Uψ)(a, b, c) = ψ(b, c, a).

Lean expands the matrix-vector product as a sum over `j`, and `hj` identifies its one surviving term.

```lean
/-- At t = 8π/(3√3) every three-spin state, entangled or not, is carried around the triangle:
the new amplitude of (a, b, c) is the old amplitude of (b, c, a). -/
theorem state_circulates (ψ : Config → ℂ) (a b c : Fin 2) :
    (evolution (8 * Real.pi / (3 * Real.sqrt 3)) *ᵥ ψ) (a, b, c) = ψ (b, c, a) := by
  have hj : ∀ j : Config, (a, b, c) = (j.2.2, j.1, j.2.1) ↔ j = (b, c, a) := by
    rintro ⟨x, y, z⟩
    simp only [Prod.mk.injEq]
    constructor <;> (rintro ⟨rfl, rfl, rfl⟩; exact ⟨rfl, rfl, rfl⟩)
  rw [evolution_eq_swaps]
  change ∑ j, cyc (a, b, c) j * ψ j = _
  simp only [cyc_apply, hj, ite_mul, one_mul, zero_mul, Finset.sum_ite_eq',
    Finset.mem_univ, if_true]
```

For a product state the new amplitude is u(b) v(c) w(a), which means

u ⊗ v ⊗ w → w ⊗ u ⊗ v.

Here `u`, `v` and `w` are arbitrary single-spin states, unrelated to the roots of unity named `v` and `w` earlier.

```lean
/-- At t = 8π/(3√3) the product state u ⊗ v ⊗ w becomes w ⊗ u ⊗ v. -/
theorem product_circulates (u v w : Fin 2 → ℂ) :
    evolution (8 * Real.pi / (3 * Real.sqrt 3)) *ᵥ (fun x => u x.1 * v x.2.1 * w x.2.2)
      = fun x => w x.1 * u x.2.1 * v x.2.2 := by
  funext ⟨a, b, c⟩
  rw [state_circulates]
  ring

end

end ChiralCirculation
```

For quantum simulation, this gives an exact time for state transfer in a closed three-spin model whose only interaction is the chirality. The step to a real device is the assumption that χ alone drives the spins: exchange couplings, stray fields and decoherence are absent from the model.

```lean
#print axioms ChiralCirculation.state_circulates
-- 'ChiralCirculation.state_circulates' depends on axioms: [propext, Classical.choice, Quot.sound]
#print axioms ChiralCirculation.product_circulates
-- 'ChiralCirculation.product_circulates' depends on axioms: [propext, Classical.choice, Quot.sound]
```
